# Reversing a reciprocal-lattice vector conjugates its plane-wave phase

For a reciprocal-lattice vector with integer components `G` and a position with real fractional coordinates `c`, in any finite dimension `d`, the plane-wave phase is exp(2πi G·c). The lemma `phase_neg` states that replacing `G` by `-G` turns this phase into its complex conjugate. It concerns the bare phase factor, with no normalisation by cell volume. The attempt first shows that the product G·c changes sign with `G`, then moves the conjugation inside the exponential, and leaves the equality of the two exponents to `simp`.

An attempt in Lean 4 with a fault in it:

```lean
import Mathlib

open Matrix ComplexConjugate

namespace PhaseNeg

noncomputable section

variable {d : ℕ}

/-- The product `G · r` of an integer reciprocal vector and a position in fractional coordinates. -/
def gdot (G : Fin d → ℤ) (r : Fin d → ℝ) : ℝ := ∑ j, (G j : ℝ) * r j

/-- The plane-wave phase `exp(2πi G·r)`. -/
def phase (r : Fin d → ℝ) (G : Fin d → ℤ) : ℂ :=
  Complex.exp (2 * Real.pi * Complex.I * (gdot G r : ℂ))

/-- Reversing `G` conjugates the phase. -/
theorem phase_neg (c : Fin d → ℝ) (G : Fin d → ℤ) : phase c (-G) = conj (phase c G) := by
  have h : gdot (-G) c = -gdot G c := by simp [gdot]
  rw [phase, phase, ← Complex.exp_conj, h]
  congr 1
  simp

end

end PhaseNeg
```

Lean reports:

```
Main.lean:19:87: error: unsolved goals
d : ℕ
c : Fin d → ℝ
G : Fin d → ℤ
h : gdot (-G) c = -gdot G c
⊢ 2 = (starRingEnd ℂ) 2 ∨ gdot G c = 0
```

What went wrong. The message says that the proof ends with a goal still open. The last `simp` has reduced the equality of exponents to `2 = (starRingEnd ℂ) 2 ∨ gdot G c = 0`, where `starRingEnd ℂ` is complex conjugation, written `conj` in the file. This is what remains after cancelling common factors: either the numbers 2 and conj 2 agree, or the product G·c vanishes. The second alternative does not hold in general, so the proof needs the first. That one is true, since 2 is real, but `simp` as called did not rewrite the conjugate of the numeral 2 to 2.

The repair supplies the missing fact as `h2`. The lemma `Complex.conj_eq_iff_im` says that a complex number equals its conjugate exactly when its imaginary part is zero, and `by simp` proves this for 2. Passing `h2` to the final `simp` lets it replace conj 2 by 2, so the obstacle disappears and the goal closes.

Lean accepts the file once it reads:

```diff
@@ -19,7 +19,8 @@
 theorem phase_neg (c : Fin d → ℝ) (G : Fin d → ℤ) : phase c (-G) = conj (phase c G) := by
   have h : gdot (-G) c = -gdot G c := by simp [gdot]
+  have h2 : conj (2 : ℂ) = 2 := Complex.conj_eq_iff_im.mpr (by simp)
   rw [phase, phase, ← Complex.exp_conj, h]
   congr 1
-  simp
+  simp [h2]
 
 end
```
